# A factorial bound on the spread of amplitude along a Hermitian tridiagonal chain

A Lanczos propagation that keeps too few Krylov vectors goes wrong once appreciable amplitude reaches the end of the chain. There it is reflected, when it should have passed on to the vectors that were left out. A bound on how much amplitude can have arrived by a given time helps in choosing the number of vectors or the time step in advance.

For a finite Hermitian tridiagonal matrix H with all eigenvalues in [-ρ, ρ], such a bound is

|(exp(-itH))_pq| ≤ (ρ|t|)^d / d!,  d = |p - q|.

At a distant site the right-hand side stays small until ρ|t| becomes comparable with d. Until then the amplitude there is small, though it need not be exactly zero. Units have ħ = 1, and ρ is a bound on the energies, not a density matrix.

```lean
import Mathlib

open Matrix Finset

namespace LanczosPropagationFront

noncomputable section
```

## The chain and its amplitudes

The diagonal of H holds the on-site energies, and its neighbouring entries hold the couplings. Everything further from the diagonal vanishes:

H_ij = 0 whenever |i - j| > 1.

`Fin n` numbers the sites 0, …, n - 1.

```lean
/-- A chain with nearest-neighbour coupling: entries between sites more than one step apart
vanish. -/
def IsTridiagonal {R : Type*} [Zero R] {n : ℕ} (H : Matrix (Fin n) (Fin n) R) : Prop :=
  ∀ i j : Fin n, (i : ℕ) + 1 < j ∨ (j : ℕ) + 1 < i → H i j = 0
```

The distance between two sites is d = |p - q|. It is computed in the integers, because subtraction of natural numbers would stop at zero.

```lean
/-- The number of steps between two sites of the chain. -/
def siteDist {n : ℕ} (p q : Fin n) : ℕ := (((p : ℕ) : ℤ) - ((q : ℕ) : ℤ)).natAbs
```

A particle that starts at site q is found at site p after time t with amplitude

A_pq(t) = (exp(-itH))_pq.

The first index is the final site. H doesn't depend on time.

```lean
/-- The transition amplitude from site `q` to site `p` after time `t`, an entry of
`exp (-i t H)`. -/
def amplitude {n : ℕ} (H : Matrix (Fin n) (Fin n) ℂ) (t : ℝ) (p q : Fin n) : ℂ :=
  NormedSpace.exp ((-Complex.I * (t : ℂ)) • H) p q
```

## The exponential without its first terms

The terms of the exponential series that are too short to connect p and q will drop out. What remains is the tail

R_d(z) = e^z - Σ_{k<d} z^k/k!,

written `expTail d z` in the code.

```lean
/-- What is left of the exponential series after its first `d` terms. -/
def expTail (d : ℕ) (z : ℂ) : ℂ :=
  Complex.exp z - ∑ k ∈ range d, z ^ k / (k.factorial : ℂ)
```

Differentiating z^k/k! gives z^(k-1)/(k-1)!, and the constant term disappears. Hence

R_{d+1}'(z) = R_d(z).

The Lean proof differentiates the finite sum by induction on d, adding one term at a time, and subtracts the result from the derivative of e^z.

```lean
/-- The derivative of the exponential tail after `d + 1` terms is the tail after `d` terms. -/
theorem hasDerivAt_expTail (d : ℕ) (z : ℂ) :
    HasDerivAt (expTail (d + 1)) (expTail d z) z := by
  have hs : HasDerivAt (fun w : ℂ => ∑ k ∈ range (d + 1), w ^ k / (k.factorial : ℂ))
      (∑ k ∈ range d, z ^ k / (k.factorial : ℂ)) z := by
    induction d with
    | zero => simp [hasDerivAt_const]
    | succ d ih =>
      have h := ih.fun_add
        ((hasDerivAt_pow (d + 1) z).div_const ((d + 1).factorial : ℂ))
      have e : (fun w : ℂ => ∑ k ∈ range (d + 1 + 1), w ^ k / (k.factorial : ℂ)) =
          fun w => ∑ k ∈ range (d + 1), w ^ k / (k.factorial : ℂ)
            + w ^ (d + 1) / ((d + 1).factorial : ℂ) := by
        funext w
        exact Finset.sum_range_succ _ _
      rw [e]
      refine h.congr_deriv ?_
      rw [Finset.sum_range_succ]
      congr 1
      have h1 : (d.factorial : ℂ) ≠ 0 := Nat.cast_ne_zero.mpr d.factorial_ne_zero
      have h2 : (d : ℂ) + 1 ≠ 0 := Nat.cast_add_one_ne_zero d
      rw [Nat.factorial_succ, Nat.add_sub_cancel]
      push_cast
      field_simp
  exact (Complex.hasDerivAt_exp z).fun_sub hs
```

For real x the tail obeys

|R_d(-ix)| ≤ |x|^d/d!.

To see this, follow it along the segment from 0 to x and show |R_d(-ixs)| ≤ |x|^d s^d/d! for s ≥ 0. For d = 0 the left side is the modulus of a phase, which is 1. For the next d, R_{d+1}(0) = 0 and

|d/ds R_{d+1}(-ixs)| = |x| |R_d(-ixs)| ≤ |x|^(d+1) s^d/d!.

Integrating from 0 to s gives |x|^(d+1) s^(d+1)/(d+1)!, and s = 1 is the claim. In place of the integral, Lean uses a comparison theorem: a function whose derivative is bounded in norm by that of a real function, and which starts no higher, stays below it.

```lean
/-- For a pure phase `exp (-i x)` with real `x`, the tail after `d` terms is at most
`|x| ^ d / d!`. -/
theorem norm_expTail_le (d : ℕ) (x : ℝ) :
    ‖expTail d (-Complex.I * (x : ℂ))‖ ≤ |x| ^ d / (d.factorial : ℝ) := by
  -- follow the tail along the segment from 0 to x, parametrised by s
  have key : ∀ s : ℝ, 0 ≤ s → ‖expTail d (-Complex.I * ((x : ℂ) * (s : ℂ)))‖ ≤
      |x| ^ d / (d.factorial : ℝ) * s ^ d := by
    induction d with
    | zero =>
      intro s _
      simp [expTail, Complex.norm_exp]
    | succ d ih =>
      intro s hs
      have hz : expTail (d + 1) 0 = 0 := by simp [expTail, Finset.sum_range_succ']
      have hd : ∀ r : ℝ, HasDerivAt
          (fun r : ℝ => expTail (d + 1) (-Complex.I * ((x : ℂ) * (r : ℂ))))
          (expTail d (-Complex.I * ((x : ℂ) * (r : ℂ))) * (-Complex.I * (x : ℂ))) r := by
        intro r
        have h0 : HasDerivAt (fun r : ℝ => (r : ℂ)) 1 r := by
          simpa using (hasDerivAt_id r).ofReal_comp
        have h1 : HasDerivAt (fun r : ℝ => -Complex.I * ((x : ℂ) * (r : ℂ)))
            (-Complex.I * (x : ℂ)) r := by
          simpa using (h0.const_mul (x : ℂ)).const_mul (-Complex.I)
        exact (hasDerivAt_expTail d _).comp r h1
      refine image_norm_le_of_norm_deriv_right_le_deriv_boundary
        (fun r _ => (hd r).continuousAt.continuousWithinAt)
        (fun r _ => (hd r).hasDerivWithinAt) (by simp [hz])
        (fun r => (hasDerivAt_pow (d + 1) r).const_mul
          (|x| ^ (d + 1) / ((d + 1).factorial : ℝ))) ?_ (Set.right_mem_Icc.mpr hs)
      intro r hr
      have hn : ‖-Complex.I * (x : ℂ)‖ = |x| := by simp
      rw [norm_mul, hn]
      refine (mul_le_mul_of_nonneg_right (ih r hr.1) (abs_nonneg x)).trans (le_of_eq ?_)
      have h1 : (d.factorial : ℝ) ≠ 0 := Nat.cast_ne_zero.mpr d.factorial_ne_zero
      rw [Nat.factorial_succ, Nat.add_sub_cancel]
      push_cast
      field_simp
      ring
  simpa using key 1 zero_le_one
```

## One site per application of H

If k < |p - q|, then (H^k)_pq = 0. For k = 0 this is an off-diagonal entry of the identity. For the next power, write

(H^(k+1))_pq = Σ_r H_pr (H^k)_rq.

When r is more than one step from p, the first factor vanishes. Otherwise r is still more than k steps from q, and the second factor vanishes by induction. The case split on `hr` makes this distinction, and `omega` checks the distances.

```lean
/-- With nearest-neighbour coupling, `k` applications of `H` do not connect sites more than
`k` steps apart. -/
theorem pow_apply_eq_zero {n : ℕ} {H : Matrix (Fin n) (Fin n) ℂ} (hT : IsTridiagonal H)
    (k : ℕ) (p q : Fin n) (h : k < siteDist p q) : (H ^ k) p q = 0 := by
  induction k generalizing p with
  | zero =>
    have hpq : p ≠ q := by
      rintro rfl
      simp [siteDist] at h
    rw [pow_zero, Matrix.one_apply_ne hpq]
  | succ k ih =>
    rw [pow_succ', Matrix.mul_apply]
    refine Finset.sum_eq_zero fun r _ => ?_
    by_cases hr : (p : ℕ) + 1 < r ∨ (r : ℕ) + 1 < p
    · rw [hT p r hr, zero_mul]
    · rw [ih r (by unfold siteDist at *; omega), mul_zero]
```

## Expansion in eigenstates

Let the columns of U be an orthonormal basis of eigenvectors of H, with real eigenvalues λ_j. Then HU = UΛ with Λ diagonal, and UU† = 1. It follows that H^k = UΛ^kU† and exp(zH) = U exp(zΛ)U†, or in entries

(H^k)_pq = Σ_j U_pj λ_j^k U_qj*,
(exp(zH))_pq = Σ_j U_pj e^(zλ_j) U_qj*.

The same U serves both formulas, which allows them to be combined below. In Lean the powers follow by induction, and the exponential from its behaviour under a change of basis.

```lean
/-- For Hermitian `H`, the entries of all powers `H ^ k` and of all exponentials `exp (z H)`
are sums over eigenstates, with one common unitary matrix of eigenvector components. -/
theorem eigenstate_expansion {n : ℕ} {H : Matrix (Fin n) (Fin n) ℂ} (hH : H.IsHermitian) :
    ∃ U : Matrix (Fin n) (Fin n) ℂ, U * Uᴴ = 1 ∧
      (∀ k p q, (H ^ k) p q = ∑ j, U p j * (hH.eigenvalues j : ℂ) ^ k * star (U q j)) ∧
      (∀ (z : ℂ) p q, NormedSpace.exp (z • H) p q =
        ∑ j, U p j * Complex.exp (z * (hH.eigenvalues j : ℂ)) * star (U q j)) := by
  obtain ⟨U, hU, hHU⟩ : ∃ U : Matrix (Fin n) (Fin n) ℂ, U * Uᴴ = 1 ∧
      H * U = U * diagonal (fun j => (hH.eigenvalues j : ℂ)) := by
    refine ⟨(hH.eigenvectorUnitary : Matrix (Fin n) (Fin n) ℂ),
      Matrix.mem_unitaryGroup_iff.mp hH.eigenvectorUnitary.2, ?_⟩
    ext i j
    have h := congrFun (hH.mulVec_eigenvectorBasis j) i
    rw [Matrix.mul_diagonal]
    simpa [Matrix.mul_apply, Matrix.mulVec, dotProduct,
      Matrix.IsHermitian.eigenvectorUnitary_apply, mul_comm] using h
  refine ⟨U, hU, fun k p q => ?_, fun z p q => ?_⟩
  · have hk : H ^ k = U * diagonal (fun j => (hH.eigenvalues j : ℂ)) ^ k * Uᴴ := by
      induction k with
      | zero => simp [hU]
      | succ k ih =>
        rw [pow_succ', ih, ← mul_assoc, ← mul_assoc, hHU, pow_succ', ← mul_assoc]
    rw [hk, Matrix.diagonal_pow, Matrix.mul_apply]
    simp only [Matrix.mul_diagonal, Matrix.conjTranspose_apply, Pi.pow_apply]
  · have hinv : U⁻¹ = Uᴴ := Matrix.inv_eq_right_inv hU
    have hunit : IsUnit U := ⟨⟨U, Uᴴ, hU, mul_eq_one_comm.mp hU⟩, rfl⟩
    have hz : z • H = U * diagonal (fun j => z * (hH.eigenvalues j : ℂ)) * U⁻¹ := by
      have hd : diagonal (fun j => z * (hH.eigenvalues j : ℂ)) =
          z • diagonal (fun j => (hH.eigenvalues j : ℂ)) := Matrix.diagonal_smul z _
      rw [hinv, hd, Matrix.mul_smul, Matrix.smul_mul, ← hHU, mul_assoc, hU, mul_one]
    rw [hz, Matrix.exp_conj _ _ hunit, Matrix.exp_diagonal, hinv, Matrix.mul_apply]
    simp only [Matrix.mul_diagonal, Matrix.conjTranspose_apply, Pi.coe_exp,
      ← Complex.exp_eq_exp_ℂ]
```

## The bound at distance d

Set d = |p - q|. The first d Taylor terms contribute

Σ_j U_pj [Σ_{k<d} (-itλ_j)^k/k!] U_qj* = Σ_{k<d} (-it)^k/k! (H^k)_pq = 0,

since no power below d connects the sites. This is `hpoly`, and it leaves the expression called `hamp`:

A_pq(t) = Σ_j U_pj R_d(-iλ_j t) U_qj*.

Each tail is at most |λ_j t|^d/d! ≤ (ρ|t|)^d/d!, which is `htail`. The rows of U are normalised (`hrow`), so the weights satisfy

Σ_j |U_pj||U_qj| ≤ Σ_j (|U_pj|² + |U_qj|²)/2 = 1.

Multiplying the two estimates gives the result.

In the theorem, `hH` says that H is Hermitian, `hT` that it is tridiagonal, and `hspec` that its real spectrum lies in [-ρ, ρ]. For a Hermitian matrix the real spectrum contains every eigenvalue. The time may have either sign, and ρ ≥ 0 follows from the existence of an eigenvalue. At d = 0 the bound is 1.

```lean
/-- Propagation front: for a Hermitian tridiagonal `H` with spectrum in `[-ρ, ρ]`, the amplitude
between sites `d` steps apart is at most `(ρ |t|) ^ d / d!` at every real time `t`. -/
theorem propagation_front {n : ℕ} {H : Matrix (Fin n) (Fin n) ℂ} (hH : H.IsHermitian)
    (hT : IsTridiagonal H) {ρ : ℝ} (hspec : spectrum ℝ H ⊆ Set.Icc (-ρ) ρ)
    (t : ℝ) (p q : Fin n) :
    ‖amplitude H t p q‖ ≤ (ρ * |t|) ^ siteDist p q / ((siteDist p q).factorial : ℝ) := by
  obtain ⟨U, hU, hpow, hexp⟩ := eigenstate_expansion hH
  have hev : ∀ j, |hH.eigenvalues j| ≤ ρ := fun j =>
    abs_le.mpr (hspec (hH.eigenvalues_mem_spectrum_real j))
  have hρ : 0 ≤ ρ := (abs_nonneg _).trans (hev p)
  have hrow : ∀ r, ∑ j, ‖U r j‖ ^ 2 = 1 := by
    intro r
    have h := congrFun (congrFun hU r) r
    rw [Matrix.mul_apply, Matrix.one_apply_eq] at h
    simp only [Matrix.conjTranspose_apply, Complex.star_def, Complex.mul_conj,
      Complex.normSq_eq_norm_sq] at h
    exact_mod_cast h
  set d := siteDist p q with hd
  set z : ℂ := -Complex.I * (t : ℂ) with hz
  -- the first d Taylor terms do not reach from q to p
  have hpoly : ∑ j, U p j * (∑ k ∈ range d, (z * (hH.eigenvalues j : ℂ)) ^ k /
      (k.factorial : ℂ)) * star (U q j) = 0 := by
    calc _ = ∑ k ∈ range d, z ^ k / (k.factorial : ℂ) * (H ^ k) p q := by
          simp only [hpow, Finset.mul_sum, Finset.sum_mul]
          rw [Finset.sum_comm]
          exact Finset.sum_congr rfl fun k _ => Finset.sum_congr rfl fun j _ => by ring
      _ = 0 := Finset.sum_eq_zero fun k hk => by
          rw [pow_apply_eq_zero hT k p q (Finset.mem_range.mp hk), mul_zero]
  have hamp : amplitude H t p q =
      ∑ j, U p j * expTail d (z * (hH.eigenvalues j : ℂ)) * star (U q j) := by
    simp only [expTail, mul_sub, sub_mul, Finset.sum_sub_distrib, hpoly, sub_zero]
    exact hexp z p q
  have hC : 0 ≤ (ρ * |t|) ^ d / (d.factorial : ℝ) := by positivity
  have htail : ∀ j, ‖expTail d (z * (hH.eigenvalues j : ℂ))‖ ≤
      (ρ * |t|) ^ d / (d.factorial : ℝ) := by
    intro j
    have harg : z * (hH.eigenvalues j : ℂ) =
        -Complex.I * ((hH.eigenvalues j * t : ℝ) : ℂ) := by
      rw [hz]
      push_cast
      ring
    rw [harg]
    refine (norm_expTail_le d _).trans ?_
    rw [abs_mul]
    have := hev j
    gcongr
  -- the weights of the tails sum to at most one, since the rows of U are normalised
  rw [hamp]
  calc _ ≤ ∑ j, ‖U p j * expTail d (z * (hH.eigenvalues j : ℂ)) * star (U q j)‖ :=
        norm_sum_le _ _
    _ ≤ ∑ j, (ρ * |t|) ^ d / (d.factorial : ℝ) * ((‖U p j‖ ^ 2 + ‖U q j‖ ^ 2) / 2) := by
        refine Finset.sum_le_sum fun j _ => ?_
        rw [norm_mul, norm_mul, norm_star]
        have h1 := mul_le_mul_of_nonneg_right (htail j)
          (mul_nonneg (norm_nonneg (U p j)) (norm_nonneg (U q j)))
        have h2 : ‖U p j‖ * ‖U q j‖ ≤ (‖U p j‖ ^ 2 + ‖U q j‖ ^ 2) / 2 := by
          nlinarith [sq_nonneg (‖U p j‖ - ‖U q j‖)]
        have h3 := mul_le_mul_of_nonneg_left h2 hC
        linarith
    _ = (ρ * |t|) ^ d / (d.factorial : ℝ) := by
        rw [← Finset.mul_sum, ← Finset.sum_div, Finset.sum_add_distrib, hrow, hrow]
        ring
```

## Starting from the first Krylov vector

Lanczos iteration produces a real symmetric tridiagonal T, and the propagated state starts on its first basis vector. With that vector numbered 0, all eigenvalues of T in [-ρ, ρ] and t ≥ 0,

|(exp(-itT))_m0| ≤ (ρt)^m/m!.

If the vectors are counted from 1, as is common in textbooks, the exponent and the factorial contain m - 1. The size `n + 1` ensures that there is a first vector. The proof regards T as a complex matrix, checks that it is Hermitian and tridiagonal and that its real spectrum has not grown, and applies the general bound.

For Krylov propagation in quantum dynamics, this limits the amplitude on each vector of a finite chain before the exponential is computed. In exact arithmetic the eigenvalues of T lie between the lowest and the highest eigenvalue of the full Hamiltonian matrix, so a bound on the absolute values of those two can serve as ρ before T is built. Its size depends on the zero of energy. Subtracting a constant from the Hamiltonian only multiplies all amplitudes by a common phase, so the zero can be placed in the middle of the spectrum, where half the spectral width suffices for ρ. The theorem itself concerns only T, however. Passing from small amplitude at its end to a small error against the full Hamiltonian takes a separate estimate of what leaks past the last vector.

```lean
/-- Lanczos form: for a real symmetric tridiagonal `T` with spectrum in `[-ρ, ρ]` and `t ≥ 0`,
the amplitude passed from the first Krylov vector to the one `m` steps further is at most
`(ρ t) ^ m / m!`. -/
theorem krylov_front {n : ℕ} {T : Matrix (Fin (n + 1)) (Fin (n + 1)) ℝ} (hS : T.IsSymm)
    (hT : IsTridiagonal T) {ρ : ℝ} (hspec : spectrum ℝ T ⊆ Set.Icc (-ρ) ρ)
    {t : ℝ} (ht : 0 ≤ t) (m : Fin (n + 1)) :
    ‖amplitude (T.map Complex.ofReal) t m 0‖ ≤
      (ρ * t) ^ (m : ℕ) / ((m : ℕ).factorial : ℝ) := by
  have hH : (T.map Complex.ofReal).IsHermitian := by
    ext i j
    simp [Matrix.conjTranspose_apply, hS.apply i j]
  have hT' : IsTridiagonal (T.map Complex.ofReal) := fun i j hij => by
    simp [hT i j hij]
  -- passing to complex entries does not enlarge the real spectrum
  have hsub : spectrum ℝ (T.map Complex.ofReal) ⊆ spectrum ℝ T :=
    AlgHom.spectrum_apply_subset (Complex.ofRealAm.mapMatrix) T
  have h := propagation_front hH hT' (hsub.trans hspec) t m 0
  have hm : siteDist m 0 = (m : ℕ) := by simp [siteDist]
  rwa [hm, abs_of_nonneg ht] at h
```

## An exponentially small amplitude ahead of the front

Suppose e²ρ|t| ≤ d, so that ρ|t| ≤ d e^(-2). Because d^d/d! is a single term of the series for e^d,

(ρ|t|)^d/d! ≤ (d^d/d!) e^(-2d) ≤ e^d e^(-2d) = e^(-d).

The boundary d = e²ρ|t| moves linearly in time, like a light cone, which gives the theorem its name. It marks where this estimate applies, and the actual front can be much slower. No relativity is involved, and beyond the boundary the bound e^(-d) still allows a non-zero amplitude.

```lean
/-- Light cone: for a Hermitian tridiagonal `H` with spectrum in `[-ρ, ρ]`, the amplitude between
sites `d` steps apart is at most `exp (-d)` as long as `e² ρ |t| ≤ d`. -/
theorem light_cone {n : ℕ} {H : Matrix (Fin n) (Fin n) ℂ} (hH : H.IsHermitian)
    (hT : IsTridiagonal H) {ρ : ℝ} (hspec : spectrum ℝ H ⊆ Set.Icc (-ρ) ρ)
    (t : ℝ) (p q : Fin n) (hearly : Real.exp 2 * (ρ * |t|) ≤ siteDist p q) :
    ‖amplitude H t p q‖ ≤ Real.exp (-(siteDist p q : ℝ)) := by
  have hmem := hspec (hH.eigenvalues_mem_spectrum_real p)
  have hρ : 0 ≤ ρ := by linarith [hmem.1, hmem.2]
  refine (propagation_front hH hT hspec t p q).trans ?_
  set d := siteDist p q
  have he : Real.exp 2 * Real.exp (-2) = 1 := by
    rw [← Real.exp_add]
    norm_num
  have hx : ρ * |t| ≤ d * Real.exp (-2) := by
    calc ρ * |t| = Real.exp 2 * (ρ * |t|) * Real.exp (-2) := by
          linear_combination (-(ρ * |t|)) * he
      _ ≤ d * Real.exp (-2) := mul_le_mul_of_nonneg_right hearly (Real.exp_pos _).le
  calc (ρ * |t|) ^ d / (d.factorial : ℝ)
      ≤ (d * Real.exp (-2)) ^ d / (d.factorial : ℝ) := by gcongr
    _ = (d : ℝ) ^ d / (d.factorial : ℝ) * Real.exp (-2) ^ d := by
        rw [mul_pow]
        ring
    _ ≤ Real.exp d * Real.exp (-2) ^ d :=
        mul_le_mul_of_nonneg_right
          (Real.pow_div_factorial_le_exp (d : ℝ) (Nat.cast_nonneg d) d) (by positivity)
    _ = Real.exp (-(d : ℝ)) := by
        rw [← Real.exp_nat_mul, ← Real.exp_add]
        congr 1
        ring

end

end LanczosPropagationFront
```

```lean
#print axioms LanczosPropagationFront.krylov_front
-- 'LanczosPropagationFront.krylov_front' depends on axioms: [propext, Classical.choice, Quot.sound]
#print axioms LanczosPropagationFront.light_cone
-- 'LanczosPropagationFront.light_cone' depends on axioms: [propext, Classical.choice, Quot.sound]
```
